# How each lowering step from the top of a spin ladder changes the squared norm

Let S₊, S₋ and S_z be linear operators on a complex inner product space, with S₋ and S₊ adjoint to each other, [S_z, S₋] = −S₋ and [S₊, S₋] = 2S_z. These are the usual spin relations with ħ = 1. Let `ψ` be a vector with S₊ψ = 0 and S_zψ = (m/2)ψ, where m is a natural number. The lemma `norm_sq_step` states that ‖S₋ᵏ⁺¹ψ‖² = (k + 1)(m − k)‖S₋ᵏψ‖² for every natural number k. The vectors need not be normalised and may be zero; where S₋ᵏψ is nonzero, the factor is the ratio of the two squared norms. The proof uses the adjointness to write the left side as the inner product of S₋ᵏψ with S₊S₋ᵏ⁺¹ψ, which `raise_lowered` evaluates. This gives the identity in ℂ, and the last step has to bring it down to ℝ.

As first written in Lean, the proof fails:

```lean
import Mathlib

open scoped Nat InnerProductSpace

namespace SpinFlipLadder

variable {V : Type*} [NormedAddCommGroup V] [InnerProductSpace ℂ V]

/-- Spin operators `S₊`, `S₋`, `S_z` on a state space: `S₋` and `S₊` are adjoint to each other,
`[S_z, S₋] = -S₋` and `[S₊, S₋] = 2 S_z`. -/
structure IsSpinTriple (Sp Sm Sz : V →ₗ[ℂ] V) : Prop where
  adj : ∀ x y, ⟪Sm x, y⟫_ℂ = ⟪x, Sp y⟫_ℂ
  comm_z : ∀ x, Sz (Sm x) - Sm (Sz x) = -Sm x
  comm_pm : ∀ x, Sp (Sm x) - Sm (Sp x) = (2 : ℂ) • Sz x

private lemma pow_succ_apply (A : V →ₗ[ℂ] V) (k : ℕ) (x : V) :
    (A ^ (k + 1)) x = A ((A ^ k) x) := by
  rw [pow_succ', Module.End.mul_apply]

variable {Sp Sm Sz : V →ₗ[ℂ] V} {ψ : V} {m : ℕ}

/-- If `ψ` satisfies the `S_z` eigenvalue equation with value `m/2`, then applying `S₋` to it `k`
times gives a vector, possibly zero, that satisfies the equation with value `m/2 - k`. -/
theorem sz_lowered (S : IsSpinTriple Sp Sm Sz) (hz : Sz ψ = ((m : ℂ) / 2) • ψ) (k : ℕ) :
    Sz ((Sm ^ k) ψ) = ((m : ℂ) / 2 - k) • (Sm ^ k) ψ := by
  induction k with
  | zero => simpa using hz
  | succ k ih =>
    have h := S.comm_z ((Sm ^ k) ψ)
    rw [ih, map_smul] at h
    rw [pow_succ_apply]
    push_cast
    linear_combination (norm := module) h

/-- Raising the state with `k + 1` flips returns the state with `k` flips,
multiplied by `(k + 1)(m - k)`. -/
theorem raise_lowered (S : IsSpinTriple Sp Sm Sz) (hp : Sp ψ = 0)
    (hz : Sz ψ = ((m : ℂ) / 2) • ψ) (k : ℕ) :
    Sp ((Sm ^ (k + 1)) ψ) = (((k : ℂ) + 1) * ((m : ℂ) - k)) • (Sm ^ k) ψ := by
  induction k with
  | zero =>
    have h := S.comm_pm ψ
    rw [hp, map_zero, hz] at h
    simp only [zero_add, pow_one, pow_zero, Module.End.one_apply, Nat.cast_zero]
    linear_combination (norm := module) h
  | succ k ih =>
    -- move `S₊` past one `S₋`; the commutator contributes the spin projection
    have h := S.comm_pm ((Sm ^ (k + 1)) ψ)
    rw [ih, map_smul, ← pow_succ_apply Sm k ψ, sz_lowered S hz] at h
    rw [pow_succ_apply Sm (k + 1) ψ]
    push_cast at h ⊢
    linear_combination (norm := module) h

/-- One further spin flip multiplies the squared norm by `(k + 1)(m - k)`. -/
theorem norm_sq_step (S : IsSpinTriple Sp Sm Sz) (hp : Sp ψ = 0)
    (hz : Sz ψ = ((m : ℂ) / 2) • ψ) (k : ℕ) :
    ‖(Sm ^ (k + 1)) ψ‖ ^ 2 = ((k : ℝ) + 1) * ((m : ℝ) - k) * ‖(Sm ^ k) ψ‖ ^ 2 := by
  have h := S.adj ((Sm ^ k) ψ) ((Sm ^ (k + 1)) ψ)
  rw [← pow_succ_apply, raise_lowered S hp hz, inner_smul_right,
    inner_self_eq_norm_sq_to_K, inner_self_eq_norm_sq_to_K] at h
  exact_mod_cast h

end SpinFlipLadder
```

Lean reports:

```
Main.lean:61:2: error: mod_cast has type
  ↑(‖(Sm ^ (k + 1)) ψ‖ ^ 2) = ↑(↑(k + 1) * Int.subNatNat m k) * ↑(‖(Sm ^ k) ψ‖ ^ 2)
but is expected to have type
  ‖(Sm ^ (k + 1)) ψ‖ ^ 2 = ↑(↑(k + 1) * Int.subNatNat m k) * ‖(Sm ^ k) ψ‖ ^ 2
```

After these edits no error is left:

```diff
@@ -59,5 +59,8 @@
   rw [← pow_succ_apply, raise_lowered S hp hz, inner_smul_right,
     inner_self_eq_norm_sq_to_K, inner_self_eq_norm_sq_to_K] at h
-  exact_mod_cast h
+  -- compare the two real numbers inside `ℂ`
+  apply Complex.ofReal_injective
+  push_cast
+  exact h
 
 end SpinFlipLadder
```

Cause. The error says that, after `exact_mod_cast` has simplified the casts, `h` and the goal still differ: `h` is an equation in ℂ, with the squared norms under a cast, while the goal is an equation in ℝ. To bring `h` down to ℝ, Lean has to put the whole right side under a single cast from ℝ. The obstacle is that two different casts are involved. The norms carry the cast of the general `RCLike` class, because `inner_self_eq_norm_sq_to_K` is stated for any such field. The numerical factor has been gathered into one integer, and the cast that Lean would use to pass it through ℝ into ℂ is `Complex.ofReal`. The two casts agree by definition but are written differently, so the lemmas that merge a product of casts don't apply.

The repair takes the goal up to ℂ instead. `Complex.ofReal_injective` says that two reals are equal if their images in ℂ are, so applying it leaves an equation between complex numbers. `push_cast` moves the casts inward to the norms, `k` and `m`, which gives the goal the shape of `h`. The casts on the norms are still written differently in the two, but `exact h` closes the goal because it accepts terms that agree by definition. The added comment has no effect on the proof.
